# A three-level ground state orthogonal to the unperturbed one

A ground state is taken here to be a nonzero eigenvector ψ of a Hermitian Hamiltonian H, with real energy E, that satisfies

E ⟨φ,φ⟩ ≤ ⟨φ,Hφ⟩ for every state φ.

This variational definition needs no ordered list of eigenvalues, and φ need not be normalised. States are complex vectors with components ψ 0, ψ 1, ψ 2, and e_0 = (1,0,0) is the reference state.

## Levels and coupling

The unperturbed Hamiltonian H0 = diag(0,1,2) has ground state e_0. The perturbation V has rows (0,1,−1), (1,−1,−2) and (−1,−2,−2). For real coupling t, the equation (H0 + tV)ψ = Eψ reads

t(ψ 1 − ψ 2) = E ψ 0
t ψ 0 + (1−t) ψ 1 − 2t ψ 2 = E ψ 1
−t ψ 0 − 2t ψ 1 + (2−2t) ψ 2 = E ψ 2

Intermediate normalisation scales ψ so that ⟨e_0,ψ⟩ = ψ 0 = 1, which requires a nonzero overlap.

## The ground state at t = 1

Set t = 1 and E = −2. The first row gives ψ 1 − ψ 2 = −2ψ 0. The second gives ψ 0 + 2(ψ 1 − ψ 2) = 0, so −3ψ 0 = 0. Hence ψ 0 = 0 and ψ 1 = ψ 2. Every multiple of (0,1,1) also solves the third row, so the eigenspace is one line, with normalised vector (0,1,1)/√2.

No state lies lower, because for φ = (a,b,c)

⟨φ,(H0+V+2)φ⟩ = |a|² + |b−c|² + |a+b−c|² ≥ 0.

The ground state is therefore nondegenerate, and no multiple of it has ψ 0 = 1.

## Only t = 1 removes the overlap

Suppose a ground state of H0 + tV has ψ 0 = 0. If t = 0, the trial state e_0 gives E ≤ 0. The remaining rows, (1−E)ψ 1 = 0 and (2−E)ψ 2 = 0, then force ψ = 0, a contradiction. If t ≠ 0, the first row gives ψ 1 = ψ 2 = x with x ≠ 0, and the others become

(1−3t)x = Ex and (2−4t)x = Ex.

Subtracting them gives (t−1)x = 0, so t = 1.

Conversely, let t = 1. The trial state (0,1,1)/√2 gives E ≤ −2. Subtracting the third row from the second gives 2ψ 0 = (E−2)(ψ 1 − ψ 2), and the first row turns this into

(E² − 2E − 2) ψ 0 = 0.

For E ≤ −2 the bracket is at least 6, so ψ 0 = 0.

## A singular Brillouin-Wigner block

Let Q project onto the basis states other than the reference. If ψ ≠ 0, Hψ = Eψ and ψ 0 = 0, the excited rows contain only excited amplitudes, which form a nonzero null vector of E − QHQ. The summed form of Brillouin-Wigner theory inverts this matrix to eliminate the excited amplitudes; for H0 + V, that is at t = 1, the inverse does not exist at the exact ground energy E = −2. Here the block has rows (−2,2) and (2,−2).

The smallest case with such an eigenvector has two basis states: ψ is proportional to (0,1), E equals the excited diagonal element, and the 1×1 block is zero. With only the reference state, the hypotheses contradict each other.

## The statements in Lean

`IsGroundState` encodes the definition above; `star φ ⬝ᵥ φ` is ⟨φ,φ⟩, and `.re` takes the real part, which is the whole value for the real symmetric, hence Hermitian, matrices H0 + tV. `no_intermediate_normalisation` combines the ground-state property, the eigenspace and the absence of an eigenvector of energy −2 with `ψ 0 = 1`. `overlap_vanishes_iff` assumes a ground state at real `t`. In `excited_block_singular`, `H` is any finite complex matrix, and `submatrix Fin.succ Fin.succ` deletes the reference row and column. Convergence of perturbation series is not addressed.

```lean
import Mathlib

open Matrix

namespace VanishingOverlap

noncomputable section

/-- The unperturbed Hamiltonian, with levels 0, 1 and 2. -/
def H0 : Matrix (Fin 3) (Fin 3) ℂ := !![0, 0, 0; 0, 1, 0; 0, 0, 2]

/-- The perturbation. -/
def V : Matrix (Fin 3) (Fin 3) ℂ := !![0, 1, -1; 1, -1, -2; -1, -2, -2]

/-- The Hamiltonian `H0 + t V` at real coupling strength `t`. -/
def hamiltonian (t : ℝ) : Matrix (Fin 3) (Fin 3) ℂ := H0 + (t : ℂ) • V

/-- `ψ` is a ground state of `H` with energy `E`: a nonzero eigenvector whose energy is a lower
bound for the energy expectation value (its real part, if `H` is not Hermitian) of every state. -/
def IsGroundState {n : Type*} [Fintype n] (H : Matrix n n ℂ) (E : ℝ) (ψ : n → ℂ) : Prop :=
  ψ ≠ 0 ∧ H *ᵥ ψ = (E : ℂ) • ψ ∧
    ∀ φ : n → ℂ, E * (star φ ⬝ᵥ φ).re ≤ (star φ ⬝ᵥ H *ᵥ φ).re

/-- The action of `H0 + t V` on a state, written in components. -/
theorem hamiltonian_mulVec (t : ℝ) (ψ : Fin 3 → ℂ) :
    hamiltonian t *ᵥ ψ =
      ![t * (ψ 1 - ψ 2), t * ψ 0 + (1 - t) * ψ 1 - 2 * t * ψ 2,
        -t * ψ 0 - 2 * t * ψ 1 + (2 - 2 * t) * ψ 2] := by
  ext i
  fin_cases i <;>
    simp [hamiltonian, H0, V, Matrix.mulVec, dotProduct, Fin.sum_univ_three] <;> ring

/-- The stationary Schroedinger equation of `H0 + t V` as three scalar equations. -/
theorem schroedinger_components (t : ℝ) (E : ℂ) (ψ : Fin 3 → ℂ) :
    hamiltonian t *ᵥ ψ = E • ψ ↔
      t * (ψ 1 - ψ 2) = E * ψ 0 ∧
      t * ψ 0 + (1 - t) * ψ 1 - 2 * t * ψ 2 = E * ψ 1 ∧
      -t * ψ 0 - 2 * t * ψ 1 + (2 - 2 * t) * ψ 2 = E * ψ 2 := by
  rw [hamiltonian_mulVec]
  constructor
  · intro h
    have h0 := congrFun h 0
    have h1 := congrFun h 1
    have h2 := congrFun h 2
    rw [Pi.smul_apply, smul_eq_mul] at h0 h1 h2
    exact ⟨h0, h1, h2⟩
  · rintro ⟨h0, h1, h2⟩
    funext i
    rw [Pi.smul_apply, smul_eq_mul]
    fin_cases i
    · exact h0
    · exact h1
    · exact h2

/-- At full coupling, the states of energy -2 are exactly the multiples of `(0, 1, 1)`. -/
theorem eigenspace_at_full_coupling (ψ : Fin 3 → ℂ) :
    hamiltonian 1 *ᵥ ψ = (-2 : ℂ) • ψ ↔ ∃ c : ℂ, ψ = c • ![0, 1, 1] := by
  rw [schroedinger_components]
  simp only [Complex.ofReal_one]
  constructor
  · rintro ⟨h0, h1, _⟩
    have z0 : ψ 0 = 0 := by linear_combination (-1 / 3) * h1 + (2 / 3) * h0
    have z2 : ψ 2 = ψ 1 := by linear_combination -h0 + 2 * z0
    refine ⟨ψ 1, ?_⟩
    funext i
    fin_cases i <;> simp [z0, z2]
  · rintro ⟨c, rfl⟩
    refine ⟨?_, ?_, ?_⟩ <;> simp

/-- At full coupling, no state has an energy expectation value below -2. -/
theorem energy_bound (φ : Fin 3 → ℂ) :
    -2 * (star φ ⬝ᵥ φ).re ≤ (star φ ⬝ᵥ hamiltonian 1 *ᵥ φ).re := by
  rw [hamiltonian_mulVec]
  simp [dotProduct, Fin.sum_univ_three]
  -- the difference of the two sides is a sum of squares
  nlinarith [sq_nonneg (φ 0).re, sq_nonneg (φ 0).im,
    sq_nonneg ((φ 1).re - (φ 2).re), sq_nonneg ((φ 1).im - (φ 2).im),
    sq_nonneg ((φ 0).re + (φ 1).re - (φ 2).re),
    sq_nonneg ((φ 0).im + (φ 1).im - (φ 2).im)]

/-- The vector `(0, 1, 1)` is a ground state of `H0 + V` with energy -2, it spans the
eigenspace, and no eigenvector of that energy has component 1 along the unperturbed
ground state `e_0`. -/
theorem no_intermediate_normalisation :
    IsGroundState (H0 + V) (-2) ![0, 1, 1] ∧
    (∀ ψ : Fin 3 → ℂ, (H0 + V) *ᵥ ψ = (-2 : ℂ) • ψ ↔ ∃ c : ℂ, ψ = c • ![0, 1, 1]) ∧
    ¬ ∃ ψ : Fin 3 → ℂ, (H0 + V) *ᵥ ψ = (-2 : ℂ) • ψ ∧ ψ 0 = 1 := by
  have hH : H0 + V = hamiltonian 1 := by simp [hamiltonian]
  have hE : ((-2 : ℝ) : ℂ) = -2 := by norm_num
  rw [hH]
  refine ⟨⟨?_, ?_, energy_bound⟩, eigenspace_at_full_coupling, ?_⟩
  · intro h
    have h1 := congrFun h 1
    simp at h1
  · rw [hE]
    exact (eigenspace_at_full_coupling _).2 ⟨1, (one_smul ℂ _).symm⟩
  · rintro ⟨ψ, h, hn⟩
    obtain ⟨c, rfl⟩ := (eigenspace_at_full_coupling ψ).1 h
    simp at hn

/-- Along the path `H0 + t V`, a ground state has zero overlap with the unperturbed ground
state exactly when `t = 1`. -/
theorem overlap_vanishes_iff (t E : ℝ) (ψ : Fin 3 → ℂ)
    (h : IsGroundState (hamiltonian t) E ψ) : ψ 0 = 0 ↔ t = 1 := by
  obtain ⟨h0, h1, h2⟩ := (schroedinger_components t E ψ).1 h.2.1
  constructor
  · intro hz
    have hne : ψ 1 = 0 → ψ 2 = 0 → False := fun a b =>
      h.1 (by funext i; fin_cases i <;> simp [hz, a, b])
    by_cases ht : t = 0
    · -- without coupling, the trial state e_0 forces E ≤ 0
      subst ht
      have hv := h.2.2 ![1, 0, 0]
      rw [hamiltonian_mulVec] at hv
      have hE : E ≤ 0 := by
        simpa [dotProduct, Fin.sum_univ_three] using hv
      simp only [Complex.ofReal_zero] at h1 h2
      have n1 : ((1 - E : ℝ) : ℂ) ≠ 0 := Complex.ofReal_ne_zero.mpr (by linarith)
      have n2 : ((2 - E : ℝ) : ℂ) ≠ 0 := Complex.ofReal_ne_zero.mpr (by linarith)
      have k1 : ((1 - E : ℝ) : ℂ) * ψ 1 = 0 := by
        push_cast
        linear_combination h1
      have k2 : ((2 - E : ℝ) : ℂ) * ψ 2 = 0 := by
        push_cast
        linear_combination h2
      exact (hne ((mul_eq_zero.mp k1).resolve_left n1)
        ((mul_eq_zero.mp k2).resolve_left n2)).elim
    · -- with coupling, the first row forces equal excited amplitudes
      have htc : (t : ℂ) ≠ 0 := Complex.ofReal_ne_zero.mpr ht
      rw [hz, mul_zero] at h0
      have hd := (mul_eq_zero.mp h0).resolve_left htc
      have h21 : ψ 2 = ψ 1 := by linear_combination -hd
      rw [hz, h21] at h1 h2
      by_contra ht1
      have n : ((t - 1 : ℝ) : ℂ) ≠ 0 := Complex.ofReal_ne_zero.mpr (sub_ne_zero.mpr ht1)
      have k : ((t - 1 : ℝ) : ℂ) * ψ 1 = 0 := by
        push_cast
        linear_combination h1 - h2
      have p := (mul_eq_zero.mp k).resolve_left n
      exact hne p (h21.trans p)
  · intro ht
    subst ht
    -- the trial state (0, 1, 1) gives E ≤ -2
    have hv := h.2.2 ![0, 1, 1]
    rw [hamiltonian_mulVec] at hv
    simp [dotProduct, Fin.sum_univ_three] at hv
    have hE : E ≤ -2 := by linarith
    simp only [Complex.ofReal_one] at h0 h1 h2
    have n : ((E ^ 2 - 2 * E - 2 : ℝ) : ℂ) ≠ 0 :=
      Complex.ofReal_ne_zero.mpr (by nlinarith [sq_nonneg E])
    have k : ((E ^ 2 - 2 * E - 2 : ℝ) : ℂ) * ψ 0 = 0 := by
      push_cast
      linear_combination -h1 + h2 - ((E : ℂ) - 2) * h0
    exact (mul_eq_zero.mp k).resolve_left n

/-- If an eigenvector of energy `E` has no component along the reference state 0, then
`E - QHQ`, taken on the space of the remaining basis states, is singular. -/
theorem excited_block_singular {n : ℕ} (H : Matrix (Fin (n + 1)) (Fin (n + 1)) ℂ) (E : ℂ)
    (ψ : Fin (n + 1) → ℂ) (hψ : ψ ≠ 0) (h : H *ᵥ ψ = E • ψ) (h0 : ψ 0 = 0) :
    (E • (1 : Matrix (Fin n) (Fin n) ℂ) - H.submatrix Fin.succ Fin.succ).det = 0 := by
  rw [← Matrix.exists_mulVec_eq_zero_iff]
  -- the excited part of the eigenvector is a null vector
  refine ⟨fun i => ψ i.succ, ?_, ?_⟩
  · intro hz
    apply hψ
    funext i
    induction i using Fin.cases with
    | zero => exact h0
    | succ j => exact congrFun hz j
  · funext i
    have hi := congrFun h i.succ
    simp only [Matrix.mulVec, dotProduct, Fin.sum_univ_succ, h0, mul_zero, zero_add,
      Pi.smul_apply, smul_eq_mul] at hi
    rw [Matrix.sub_mulVec, Matrix.smul_mulVec, Matrix.one_mulVec]
    simp only [Pi.sub_apply, Pi.smul_apply, smul_eq_mul, Pi.zero_apply, Matrix.mulVec,
      dotProduct, Matrix.submatrix_apply]
    rw [hi, sub_self]

/-- For `H0 + V` at the energy -2, the matrix `E - QHQ` on the two excited basis states
is singular. -/
theorem brillouin_wigner_block_singular :
    ((-2 : ℂ) • (1 : Matrix (Fin 2) (Fin 2) ℂ)
      - (H0 + V).submatrix Fin.succ Fin.succ).det = 0 :=
  excited_block_singular (H0 + V) (-2) ![0, 1, 1] no_intermediate_normalisation.1.1
    ((no_intermediate_normalisation.2.1 _).2 ⟨1, (one_smul ℂ _).symm⟩) rfl

end

end VanishingOverlap
```

```lean
#print axioms VanishingOverlap.overlap_vanishes_iff
#print axioms VanishingOverlap.brillouin_wigner_block_singular
```

```
'VanishingOverlap.overlap_vanishes_iff' depends on axioms: [propext, Classical.choice, Quot.sound]
'VanishingOverlap.brillouin_wigner_block_singular' depends on axioms: [propext, Classical.choice, Quot.sound]
```

## How the proof follows the algebra

`hamiltonian_mulVec` computes the matrix action, and `schroedinger_components` turns the eigenvalue equation into the three rows. In `eigenspace_at_full_coupling`, `linear_combination` carries out the elimination. `energy_bound` gives `nlinarith` the squares of real and imaginary parts that make up the three moduli. `no_intermediate_normalisation` assembles these results.

`overlap_vanishes_iff` splits on `t = 0` as above and obtains both energy bounds by inserting trial states into the ground-state hypothesis. `excited_block_singular` uses the equivalence between a zero determinant and a nonzero null vector, then supplies `fun i => ψ i.succ`. `brillouin_wigner_block_singular` applies it to (0,1,1).
